# Richardson's law for Boltzmann-distributed free electrons above a barrier φ ≥ 0

Suppose the barrier at a metal–semiconductor contact is read from the slope of ln J against 1/kT, where J is the emission current density. If J carries a prefactor (kT)² that the plot ignores, a barrier that doesn't change with temperature comes out too high by 2kT. For electrons in a parabolic band with a single mass and Boltzmann occupation, all of which cross the barrier if their normal energy suffices, the prefactor is exactly of this kind:

J = 4πqm(kT)²/h³ · exp(−(φ − μ)/kT), h = 2πħ.

Here q is the magnitude of the electron's charge, m the mass, φ the energy of the barrier top and μ the chemical potential. Both energies are measured from the bottom of the band, so the barrier seen from the chemical potential is φ − μ. Below, θ stands for the thermal energy kT.

```lean
import Mathlib

open MeasureTheory Set Filter
open scoped Real Topology

namespace ThermionicEmission

noncomputable section
```

## Electrons that reach the barrier and clear it

An electron with wave vector k = (kx, ky, kz) has the kinetic energy

E(k) = ħ²(kx² + ky² + kz²)/(2m).

In Lean a wave vector is a triple of real numbers, with `k.1`, `k.2.1` and `k.2.2` for kx, ky and kz. Integrals over it use ordinary volume.

```lean
/-- Kinetic energy `ħ²|k|²/(2m)` of an electron with wave vector `k = (kx, ky, kz)`, for `m ≠ 0`. -/
def kineticEnergy (m ħ : ℝ) (k : ℝ × ℝ × ℝ) : ℝ :=
  ħ ^ 2 * (k.1 ^ 2 + k.2.1 ^ 2 + k.2.2 ^ 2) / (2 * m)
```

The Boltzmann factor that belongs to one Cartesian direction is

b(x) = exp(−ħ²x²/(2mθ)).

```lean
/-- Boltzmann factor of the kinetic energy in one Cartesian direction, at thermal energy
`θ = kT`, for `m, θ ≠ 0`. -/
def boltzmann (m ħ θ x : ℝ) : ℝ := Real.exp (-(ħ ^ 2 * x ^ 2 / (2 * m)) / θ)
```

The barrier is a plane normal to z. Motion along the plane doesn't help an electron over it, so only the normal part of the energy counts. The electron must move towards the barrier and have enough normal energy:

kz > 0 and ħ²kz²/(2m) ≥ φ.

This condition is stated first for the normal wave number alone and then for the whole wave vector.

```lean
/-- Normal wave numbers that point towards the barrier and carry at least the energy `φ`,
for `m ≠ 0`. -/
def escapingKz (m ħ φ : ℝ) : Set ℝ := {x | 0 < x ∧ φ ≤ ħ ^ 2 * x ^ 2 / (2 * m)}

/-- Wave vectors of the electrons that cross a barrier of height `φ` normal to `z`,
for `m ≠ 0`. -/
def emissionStates (m ħ φ : ℝ) : Set (ℝ × ℝ × ℝ) :=
  {k | 0 < k.2.2 ∧ φ ≤ ħ ^ 2 * k.2.2 ^ 2 / (2 * m)}
```

Each state contributes its normal velocity times its occupation:

(ħkz/m) · exp(−(E(k) − μ)/θ).

The Boltzmann factor stands in for the Fermi–Dirac occupation. This is a good approximation for the escaping states when φ − μ is much larger than θ, but the theorems about the integral hold for every real μ.

```lean
/-- Normal velocity `ħ kz/m` times the Boltzmann occupation of the state `k` at chemical
potential `μ`, for `m, θ ≠ 0`. -/
def flux (m ħ θ μ : ℝ) (k : ℝ × ℝ × ℝ) : ℝ :=
  ħ * k.2.2 / m * Real.exp (-(kineticEnergy m ħ k - μ) / θ)
```

There are 2/(2π)³ states per unit volume of real space and of wave-vector space, the 2 being for spin. The current density is therefore

J = 2q/(2π)³ · ∫ (ħkz/m) exp(−(E(k) − μ)/θ) d³k,

taken over the escaping states. Every such state is transmitted with probability one and all others with probability zero. Quantum reflection, tunnelling, image-force lowering and anisotropic masses are left out.

```lean
/-- Emission current density over the barrier: charge `q`, two spin states, and density
`1/(2π)³` of wave vectors, for `m, θ ≠ 0`. -/
def emissionCurrent (q m ħ θ μ φ : ℝ) : ℝ :=
  2 * q / (2 * π) ^ 3 * ∫ k in emissionStates m ħ φ, flux m ħ θ μ k
```

## One direction at a time

Along x and y there is no restriction, and the integral is a Gaussian with α = ħ²/(2mθ):

∫ b(x) dx = √(π/α) = √(2πmθ)/ħ.

The proof rewrites the exponent as −αx², applies `integral_gaussian` and simplifies the square root.

```lean
variable {m ħ θ : ℝ}

/-- The Boltzmann factor of one transverse direction integrates to `√(2πmkT)/ħ`. -/
theorem transverse_integral (hm : 0 < m) (hħ : 0 < ħ) (hθ : 0 < θ) :
    ∫ x : ℝ, boltzmann m ħ θ x = √(2 * π * m * θ) / ħ := by
  have e : ∀ x, boltzmann m ħ θ x = Real.exp (-(ħ ^ 2 / (2 * m * θ)) * x ^ 2) := by
    intro x
    unfold boltzmann
    congr 1
    field_simp
  have hb : π / (ħ ^ 2 / (2 * m * θ)) = 2 * π * m * θ / ħ ^ 2 := by field_simp
  simp only [e]
  rw [integral_gaussian, hb, Real.sqrt_div (by positivity), Real.sqrt_sq hħ.le]
```

Along z the velocity supplies the factor that makes the integrand an exact derivative. Since

b′(x) = −(ħ²x/(mθ)) b(x),

we have

d/dx [−(θ/ħ) b(x)] = (ħx/m) b(x).

The bracket tends to 0 as x → ∞, so for a ≥ 0

∫ₐ^∞ (ħx/m) b(x) dx = 0 + (θ/ħ) b(a) = (θ/ħ) b(a).

In the proof, `hd` is the derivative, `hl` the limit at infinity and `hp` the sign of the integrand, which is non-negative because a ≥ 0. The closing lemma combines the three.

```lean
/-- The thermally weighted normal velocity, integrated over all wave numbers above `a ≥ 0`,
is `kT/ħ` times the Boltzmann factor at `a`. -/
theorem longitudinal_integral (hm : 0 < m) (hħ : 0 < ħ) (hθ : 0 < θ) {a : ℝ} (ha : 0 ≤ a) :
    ∫ x in Ioi a, ħ * x / m * boltzmann m ħ θ x = θ / ħ * boltzmann m ħ θ a := by
  -- the integrand is the derivative of `-(θ/ħ)` times the Boltzmann factor
  have hd : ∀ x ∈ Ici a, HasDerivAt (fun y => -(θ / ħ) * boltzmann m ħ θ y)
      (ħ * x / m * boltzmann m ħ θ x) x := by
    intro x _
    have h0 : HasDerivAt (fun y : ℝ => y ^ 2) (2 * x) x := by
      simpa using hasDerivAt_pow 2 x
    have h1 : HasDerivAt (fun y : ℝ => -(ħ ^ 2 * y ^ 2 / (2 * m)) / θ)
        (-(ħ ^ 2 * (2 * x) / (2 * m)) / θ) x :=
      (((h0.const_mul (ħ ^ 2)).div_const (2 * m)).fun_neg).div_const θ
    have h2 : HasDerivAt (fun y => boltzmann m ħ θ y)
        (boltzmann m ħ θ x * (-(ħ ^ 2 * (2 * x) / (2 * m)) / θ)) x := h1.exp
    exact (h2.const_mul (-(θ / ħ))).congr_deriv (by field_simp)
  have hl : Tendsto (fun y => -(θ / ħ) * boltzmann m ħ θ y) atTop (𝓝 0) := by
    have h2 : Tendsto (fun x : ℝ => ħ ^ 2 / (2 * m * θ) * x ^ 2) atTop atTop :=
      (tendsto_pow_atTop two_ne_zero).const_mul_atTop (by positivity)
    have h3 := (Real.tendsto_exp_neg_atTop_nhds_zero.comp h2).const_mul (-(θ / ħ))
    rw [mul_zero] at h3
    refine h3.congr fun x => ?_
    have hx : -(ħ ^ 2 * x ^ 2 / (2 * m)) / θ = -(ħ ^ 2 / (2 * m * θ) * x ^ 2) := by
      field_simp
    simp only [Function.comp_apply, boltzmann, hx]
  have hp : ∀ x ∈ Ioi a, 0 ≤ ħ * x / m * boltzmann m ħ θ x := by
    intro x hx
    have hx0 : 0 < x := lt_of_le_of_lt ha hx
    unfold boltzmann
    positivity
  refine (integral_Ioi_of_hasDerivAt_of_nonneg' hd hp hl).trans ?_
  ring
```

The lower limit is fixed by the barrier. For φ > 0 the threshold wave number is

a = √(2mφ)/ħ, with ħ²a²/(2m) = φ.

Kinetic energy grows with positive kz, so the escaping values are exactly kz ≥ a. Since b(a) = exp(−φ/θ),

∫ (ħkz/m) b(kz) dkz = (θ/ħ) exp(−φ/θ).

For φ = 0 the condition reduces to kz > 0, and the same formula gives θ/ħ. The proof treats the two cases separately, because the first half-line contains its end point and the second does not. That single point doesn't affect the integral.

```lean
/-- Restricted to the wave numbers that clear a barrier `φ ≥ 0`, the thermally weighted normal
velocity integrates to `(kT/ħ) exp(-φ/kT)`. -/
theorem barrier_integral (hm : 0 < m) (hħ : 0 < ħ) (hθ : 0 < θ) {φ : ℝ} (hφ : 0 ≤ φ) :
    ∫ x in escapingKz m ħ φ, ħ * x / m * boltzmann m ħ θ x = θ / ħ * Real.exp (-φ / θ) := by
  rcases hφ.eq_or_lt with h | h
  · subst h
    have hS : escapingKz m ħ 0 = Ioi 0 := by
      ext x
      simp only [escapingKz, Set.mem_ofPred_eq, mem_Ioi]
      exact ⟨And.left, fun h => ⟨h, by positivity⟩⟩
    rw [hS, longitudinal_integral hm hħ hθ le_rfl]
    simp [boltzmann]
  · -- the threshold wave number `a` has kinetic energy `φ`
    obtain ⟨a, ha, hE⟩ : ∃ a : ℝ, 0 < a ∧ ħ ^ 2 * a ^ 2 / (2 * m) = φ :=
      ⟨√(2 * m * φ) / ħ, by positivity, by
        rw [div_pow, Real.sq_sqrt (by positivity)]
        field_simp⟩
    have hS : escapingKz m ħ φ = Ici a := by
      ext x
      simp only [escapingKz, Set.mem_ofPred_eq, mem_Ici]
      constructor
      · rintro ⟨hx, hle⟩
        by_contra hlt
        have hxa : x < a := lt_of_not_ge hlt
        have : ħ ^ 2 * x ^ 2 / (2 * m) < ħ ^ 2 * a ^ 2 / (2 * m) := by gcongr
        linarith
      · intro hx
        refine ⟨ha.trans_le hx, ?_⟩
        rw [← hE]
        gcongr
    rw [hS, integral_Ici_eq_integral_Ioi, longitudinal_integral hm hħ hθ ha.le, boltzmann, hE]
```

## The three directions together

The exponential of a sum is a product, so the integrand becomes

exp(μ/θ) · b(kx) · b(ky) · (ħkz/m) b(kz).

The region is also a product: all kx, all ky, and the escaping kz. Multiplying the three integrals gives

exp(μ/θ) · (√(2πmθ)/ħ)² · (θ/ħ) exp(−φ/θ) = 2πmθ²/ħ³ · exp(−(φ − μ)/θ).

One power of θ comes from the two transverse directions together and one from the normal direction. In the proof, `hF` factorises the integrand and `hS` the region; `h1` then splits off kx, and `h2` splits off ky.

```lean
/-- For a barrier `φ ≥ 0`, the flux integrated over the wave vectors that cross it is `2πm(kT)²/ħ³ ·
exp(-(φ-μ)/kT)`. -/
theorem flux_integral (hm : 0 < m) (hħ : 0 < ħ) (hθ : 0 < θ) (μ : ℝ) {φ : ℝ} (hφ : 0 ≤ φ) :
    ∫ k in emissionStates m ħ φ, flux m ħ θ μ k =
      2 * π * m * θ ^ 2 / ħ ^ 3 * Real.exp (-(φ - μ) / θ) := by
  have hS : emissionStates m ħ φ = univ ×ˢ (univ ×ˢ escapingKz m ħ φ) := by
    ext k
    simp [emissionStates, escapingKz]
  -- the Boltzmann weight factorises over the three directions
  have hF : ∀ k, flux m ħ θ μ k = Real.exp (μ / θ) * (boltzmann m ħ θ k.1 *
      (boltzmann m ħ θ k.2.1 * (ħ * k.2.2 / m * boltzmann m ħ θ k.2.2))) := by
    intro k
    have hk : -(kineticEnergy m ħ k - μ) / θ = μ / θ + (-(ħ ^ 2 * k.1 ^ 2 / (2 * m)) / θ +
        (-(ħ ^ 2 * k.2.1 ^ 2 / (2 * m)) / θ + -(ħ ^ 2 * k.2.2 ^ 2 / (2 * m)) / θ)) := by
      unfold kineticEnergy
      ring
    rw [flux, hk, Real.exp_add, Real.exp_add, Real.exp_add]
    unfold boltzmann
    ring
  have h1 : ∫ k in (univ : Set ℝ) ×ˢ ((univ : Set ℝ) ×ˢ escapingKz m ħ φ),
      boltzmann m ħ θ k.1 * (boltzmann m ħ θ k.2.1 * (ħ * k.2.2 / m * boltzmann m ħ θ k.2.2)) =
      (∫ x in univ, boltzmann m ħ θ x) * ∫ p in (univ : Set ℝ) ×ˢ escapingKz m ħ φ,
        boltzmann m ħ θ p.1 * (ħ * p.2 / m * boltzmann m ħ θ p.2) :=
    setIntegral_prod_mul (μ := volume) (ν := volume) (fun x => boltzmann m ħ θ x)
      (fun p : ℝ × ℝ => boltzmann m ħ θ p.1 * (ħ * p.2 / m * boltzmann m ħ θ p.2)) _ _
  have h2 : ∫ p in (univ : Set ℝ) ×ˢ escapingKz m ħ φ,
      boltzmann m ħ θ p.1 * (ħ * p.2 / m * boltzmann m ħ θ p.2) =
      (∫ x in univ, boltzmann m ħ θ x) *
        ∫ x in escapingKz m ħ φ, ħ * x / m * boltzmann m ħ θ x :=
    setIntegral_prod_mul (μ := volume) (ν := volume) (fun x => boltzmann m ħ θ x)
      (fun x => ħ * x / m * boltzmann m ħ θ x) _ _
  have hs : √(2 * π * m * θ) * √(2 * π * m * θ) = 2 * π * m * θ :=
    Real.mul_self_sqrt (by positivity)
  have he : Real.exp (-(φ - μ) / θ) = Real.exp (μ / θ) * Real.exp (-φ / θ) := by
    rw [← Real.exp_add]
    congr 1
    ring
  simp only [hF]
  rw [integral_const_mul, hS, h1, h2, Measure.restrict_univ, transverse_integral hm hħ hθ,
    barrier_integral hm hħ hθ hφ, he]
  calc _ = √(2 * π * m * θ) * √(2 * π * m * θ) * θ / ħ ^ 3 *
        (Real.exp (μ / θ) * Real.exp (-φ / θ)) := by ring
    _ = _ := by rw [hs]; ring
```

The proof turns on `setIntegral_prod_mul`, which is used in both splittings. It says that the integral of f(x)g(y) over a product of two sets is the product of the two integrals. Fubini's theorem for a general integrand needs integrability on the product space first, but this lemma asks for no such hypothesis. Mathlib gives a non-integrable function the integral 0, and with that convention the product formula holds in every case.

The value was therefore found without a proof that the flux is integrable. The same convention now supplies one: if the flux were not integrable, its integral would be 0, whereas the value just found is strictly positive.

```lean
/-- The flux is integrable over the states that cross the barrier. -/
theorem flux_integrableOn (hm : 0 < m) (hħ : 0 < ħ) (hθ : 0 < θ) (μ : ℝ) {φ : ℝ}
    (hφ : 0 ≤ φ) : IntegrableOn (flux m ħ θ μ) (emissionStates m ħ φ) := by
  by_contra h
  have h0 : ∫ k in emissionStates m ħ φ, flux m ħ θ μ k = 0 := integral_undef h
  rw [flux_integral hm hħ hθ μ hφ] at h0
  have : 0 < 2 * π * m * θ ^ 2 / ħ ^ 3 * Real.exp (-(φ - μ) / θ) := by positivity
  exact this.ne' h0
```

## The emission current

What remains is the prefactor:

2q/(2π)³ · 2πmθ²/ħ³ = 4πqmθ²/(2πħ)³ = 4πqmθ²/h³.

In words, `richardson_law` says that for positive m, ħ and θ, for any real q and μ, and for φ ≥ 0, the current defined above as an integral over wave vectors equals the closed formula. With θ = kT this is the usual form A·T² · exp(−(φ − μ)/kT) with A = 4πqmk²/h³, where k is now Boltzmann's constant. In this ideal law the mass is the only property of the material that enters A.

```lean
/-- Richardson's law: the emission current over a barrier `φ ≥ 0` is
`4πqm(kT)²/h³ · exp(-(φ-μ)/kT)` with `h = 2πħ`. -/
theorem richardson_law (hm : 0 < m) (hħ : 0 < ħ) (hθ : 0 < θ) (q μ : ℝ) {φ : ℝ}
    (hφ : 0 ≤ φ) : emissionCurrent q m ħ θ μ φ =
      4 * π * q * m * θ ^ 2 / (2 * π * ħ) ^ 3 * Real.exp (-(φ - μ) / θ) := by
  have hc : 2 * q / (2 * π) ^ 3 * (2 * π * m * θ ^ 2 / ħ ^ 3) =
      4 * π * q * m * θ ^ 2 / (2 * π * ħ) ^ 3 := by
    rw [div_mul_div_comm, ← mul_pow]
    congr 1
    ring
  rw [emissionCurrent, flux_integral hm hħ hθ μ hφ, ← mul_assoc, hc]
```

## A barrier top below the band bottom

The hypothesis φ ≥ 0 is needed. Take μ = −10θ, where Boltzmann occupation is a good approximation throughout the band, with φ = −θ and q ≠ 0. The closed formula would give the exponential factor exp(−9). But every electron with kz > 0 already has a normal energy above −θ, so the escaping states are the same as for φ = 0, and the true factor is exp(−10). The formula would be too large by a factor e.

For all φ ≤ 0 the current stays at

J = 4πqmθ²/h³ · exp(μ/θ).

The proof shows that the set of escaping states is the one for φ = 0 and then applies the law there.

```lean
/-- For `φ ≤ 0` the emission current is `4πqm(kT)²/h³ · exp(μ/kT)`, whatever the value
of `φ`. -/
theorem current_without_barrier (hm : 0 < m) (hħ : 0 < ħ) (hθ : 0 < θ) (q μ : ℝ) {φ : ℝ}
    (hφ : φ ≤ 0) : emissionCurrent q m ħ θ μ φ =
      4 * π * q * m * θ ^ 2 / (2 * π * ħ) ^ 3 * Real.exp (μ / θ) := by
  have hS : emissionStates m ħ φ = emissionStates m ħ 0 := by
    ext k
    have hk : 0 ≤ ħ ^ 2 * k.2.2 ^ 2 / (2 * m) := by positivity
    exact ⟨fun h => ⟨h.1, hk⟩, fun h => ⟨h.1, hφ.trans hk⟩⟩
  have h0 := richardson_law hm hħ hθ q μ (le_refl (0 : ℝ))
  unfold emissionCurrent at h0 ⊢
  rw [hS, h0, zero_sub, neg_neg]
```

## Reading the barrier from a plot

For q > 0 the current is positive. Dividing by θ² and taking the logarithm gives

ln(J/θ²) = ln(4πqm/h³) − (φ − μ) · (1/θ).

This is a straight line in 1/θ with slope −(φ − μ), provided that φ − μ is the same at all the temperatures plotted. As usual with such logarithms, the quantities are numerical values in a fixed system of units. The proof inserts the law, cancels θ² and splits the logarithm of the product.

```lean
/-- Richardson plot: for `q > 0` and `φ ≥ 0`, `ln(J/(kT)²)` is an affine function of `1/kT` with
slope `-(φ-μ)`, at fixed `φ` and `μ`. -/
theorem richardson_plot (hm : 0 < m) (hħ : 0 < ħ) (hθ : 0 < θ) {q : ℝ} (hq : 0 < q) (μ : ℝ)
    {φ : ℝ} (hφ : 0 ≤ φ) : Real.log (emissionCurrent q m ħ θ μ φ / θ ^ 2) =
      Real.log (4 * π * q * m / (2 * π * ħ) ^ 3) - (φ - μ) * (1 / θ) := by
  have hJ : emissionCurrent q m ħ θ μ φ / θ ^ 2 =
      4 * π * q * m / (2 * π * ħ) ^ 3 * Real.exp (-(φ - μ) / θ) := by
    rw [richardson_law hm hħ hθ q μ hφ]
    field_simp
  have hc : 4 * π * q * m / (2 * π * ħ) ^ 3 ≠ 0 := by positivity
  rw [hJ, Real.log_mul hc (Real.exp_ne_zero _), Real.log_exp]
  ring
```

## Two currents under bias

If the chemical potential, measured from the band bottom, rises from μ to μ + qV while φ stays fixed, the emission current is multiplied by exp(qV/θ). Subtracting the current at μ gives

J(μ + qV) − J(μ) = J(μ) · (exp(qV/θ) − 1).

In a Schottky diode with an n-type semiconductor, a forward bias V lifts the semiconductor's band together with its chemical potential. Measured from the band bottom in the bulk, μ then stays the same and the barrier top falls from φ to φ − qV. The law depends only on the difference of the two energies, so the emission current is again J(μ + qV), as long as φ − qV ≥ 0. For an ideal diode, J(μ) plays the part of the opposing current from the metal, which balances the emission at V = 0 and is taken not to change with bias. That identification is a physical assumption; `diode_law` concerns the difference between two emission currents over the same barrier. Its proof applies `richardson_law` twice and factors the exponential.

```lean
/-- Diode law: the emission currents over the same barrier at chemical potentials `μ + qV` and
`μ` differ by the current at `μ` times `exp(qV/kT) - 1`. -/
theorem diode_law (hm : 0 < m) (hħ : 0 < ħ) (hθ : 0 < θ) (q μ V : ℝ) {φ : ℝ} (hφ : 0 ≤ φ) :
    emissionCurrent q m ħ θ (μ + q * V) φ - emissionCurrent q m ħ θ μ φ =
      4 * π * q * m * θ ^ 2 / (2 * π * ħ) ^ 3 * Real.exp (-(φ - μ) / θ) *
        (Real.exp (q * V / θ) - 1) := by
  have he : Real.exp (-(φ - (μ + q * V)) / θ) =
      Real.exp (-(φ - μ) / θ) * Real.exp (q * V / θ) := by
    rw [← Real.exp_add]
    congr 1
    ring
  rw [richardson_law hm hħ hθ q _ hφ, richardson_law hm hħ hθ q μ hφ, he]
  ring

end

end ThermionicEmission
```

```lean
#print axioms ThermionicEmission.richardson_law
#print axioms ThermionicEmission.current_without_barrier
#print axioms ThermionicEmission.richardson_plot
#print axioms ThermionicEmission.diode_law
```

```
'ThermionicEmission.richardson_law' depends on axioms: [propext, Classical.choice, Quot.sound]
'ThermionicEmission.current_without_barrier' depends on axioms: [propext, Classical.choice, Quot.sound]
'ThermionicEmission.richardson_plot' depends on axioms: [propext, Classical.choice, Quot.sound]
'ThermionicEmission.diode_law' depends on axioms: [propext, Classical.choice, Quot.sound]
```
